# In regularised kernel regression with an unpenalised offset, the offset alone can absorb a constant shift of the labels

## The arbitrary zero of energy

An interatomic potential is fitted to computed energies of configurations with the same composition. Their common zero is a convention: another reference for the isolated atoms adds one constant $c$ to every energy. Relative energies and forces should not notice. A regularised kernel fit without an offset has only its coefficients with which to follow that constant, so in general they depend on the convention. A free offset, left out of the penalty, removes this dependence.

## The loss and its linear system

Let $y_i$ be the energy of training configuration $i$, with $n\ge 1$ configurations, and let $K_{ij}$ be the kernel similarity of configurations $i$ and $j$. The fit has coefficients $a$ (often written $\alpha$) and an offset $b$. With $\mathbf 1$ the vector of ones, its loss is
$$L(a,b)=|y-Ka-b\mathbf 1|^2+\lambda\,a^TKa .$$
The constant $\lambda>0$ sets how much misfit is tolerated for a smoother energy surface. For positive semidefinite $K$, some minimiser $(a,b)$ solves
$$(K+\lambda I)a+b\mathbf 1=y,\qquad \sum_i a_i=0,$$
and for labels $y+c\mathbf 1$ the pair $(a,b+c)$ does the same.

In Lean, the finite type `n` indexes the configurations, `lam` is $\lambda$, and `K.PosSemidef` includes symmetry. `IsMinimiser` means least `loss` over all coefficients and offsets. `IsFit` is the linear system, kept separate so that the link between the two is a theorem.

The theorems concern a given matrix and the training labels. Carrying the result to forces at new configurations takes one further step: the prediction there must be $\sum_i a_i k(x,x_i)+b$, with the kernel function $k$ and $\lambda$ unchanged by the shift.

## Solving the system and comparing losses

Put $A=K+\lambda I$. For $x\neq0$, $x^TAx=x^TKx+\lambda|x|^2>0$, so $A$ is invertible. The vector $u=A^{-1}\mathbf 1$ is nonzero because $Au=\mathbf 1$, hence $\mathbf 1^Tu=u^TAu>0$. The first equation gives $a=A^{-1}(y-b\mathbf 1)$, and the zero sum then gives
$$b=\frac{\mathbf 1^TA^{-1}y}{\mathbf 1^TA^{-1}\mathbf 1}.$$
Conversely, these formulas satisfy both equations, so the system has exactly one solution.

At this solution the residual is $y-Ka-b\mathbf 1=\lambda a$. Displace the pair $(a,b)$ by $(d,e)$. The squared error becomes
$$\lambda^2|a|^2-2\lambda a^TKd-2\lambda e\sum_i a_i+|Kd+e\mathbf 1|^2,$$
and, by symmetry of $K$, the penalty becomes $\lambda(a^TKa+2a^TKd+d^TKd)$. The terms in $a^TKd$ cancel and $\sum_i a_i=0$, so
$$L(a+d,b+e)-L(a,b)=|Kd+e\mathbf 1|^2+\lambda d^TKd\ge0 .$$
The solution is therefore a minimiser.

At any other minimiser both terms vanish. For positive semidefinite $K$, $d^TKd=0$ forces $Kd=0$; then $ne^2=0$ and $e=0$. All minimisers share one offset, even when $K$ is singular and $a$ is not unique. The same argument shows that they share the fitted values $Ka+b\mathbf 1$.

Finally, adding $c\mathbf 1$ to both sides of the first equation replaces $b$ by $b+c$ and leaves $a$ alone.

## Two configurations

Take $K=\begin{pmatrix}2&1\\1&2\end{pmatrix}$, $\lambda=1$ and $y=(0,4)$. With $a=(-t,t)$ the system reads $-2t+b=0$ and $2t+b=4$, so $a=(-1,1)$ and $b=2$. For $y=(10,14)$ the coefficients stay $(-1,1)$ and $b=12$. Without an offset, $(K+\lambda I)a=y$ gives $(-\tfrac12,\tfrac32)$ before the shift and $(2,4)$ after it.

## The Lean file

```lean
import Mathlib

open Matrix

namespace KernelRegressionOffset

noncomputable section

variable {n : Type*} [Fintype n] [DecidableEq n]

/-- The regularised kernel matrix `K + lam I`. -/
def regKernel (K : Matrix n n ℝ) (lam : ℝ) : Matrix n n ℝ := K + lam • (1 : Matrix n n ℝ)

/-- The penalised squared error of the model with coefficients `a` and offset `b`
on the labels `y`. -/
def loss (K : Matrix n n ℝ) (lam : ℝ) (y a : n → ℝ) (b : ℝ) : ℝ :=
  ∑ i, (y i - (K *ᵥ a) i - b) ^ 2 + lam * (a ⬝ᵥ K *ᵥ a)

/-- The pair `(a, b)` has the least loss among all coefficients and offsets. -/
def IsMinimiser (K : Matrix n n ℝ) (lam : ℝ) (y a : n → ℝ) (b : ℝ) : Prop :=
  ∀ a' b', loss K lam y a b ≤ loss K lam y a' b'

/-- The linear system of kernel regression with offset: `(K + lam I) a + b 1 = y`, and
the coefficients sum to zero. -/
def IsFit (K : Matrix n n ℝ) (lam : ℝ) (y a : n → ℝ) (b : ℝ) : Prop :=
  regKernel K lam *ᵥ a + b • (1 : n → ℝ) = y ∧ ∑ i, a i = 0

/-- For positive semidefinite `K` and `lam > 0`, the quadratic form of `K + lam I` is
strictly positive on nonzero vectors. -/
theorem regKernel_pos {K : Matrix n n ℝ} {lam : ℝ} (hK : K.PosSemidef) (hlam : 0 < lam)
    {x : n → ℝ} (hx : x ≠ 0) : 0 < x ⬝ᵥ regKernel K lam *ᵥ x := by
  have h1 : 0 ≤ x ⬝ᵥ K *ᵥ x := by
    have h := hK.dotProduct_mulVec_nonneg x
    rwa [star_trivial] at h
  have h2 : 0 ≤ x ⬝ᵥ x := Finset.sum_nonneg fun i _ => mul_self_nonneg (x i)
  have h3 : 0 < x ⬝ᵥ x := lt_of_le_of_ne h2 fun h => hx (dotProduct_self_eq_zero.1 h.symm)
  have h4 : x ⬝ᵥ regKernel K lam *ᵥ x = x ⬝ᵥ K *ᵥ x + lam * (x ⬝ᵥ x) := by
    rw [regKernel, Matrix.add_mulVec, Matrix.smul_mulVec, Matrix.one_mulVec,
      dotProduct_add, dotProduct_smul, smul_eq_mul]
  rw [h4]
  have h5 := mul_pos hlam h3
  linarith

/-- For positive semidefinite `K` and `lam > 0`, the matrix `K + lam I` is invertible. -/
theorem regKernel_isUnit_det {K : Matrix n n ℝ} {lam : ℝ} (hK : K.PosSemidef)
    (hlam : 0 < lam) : IsUnit (regKernel K lam).det := by
  rw [isUnit_iff_ne_zero]
  intro h
  obtain ⟨v, hv, hv0⟩ := Matrix.exists_mulVec_eq_zero_iff.2 h
  have h1 := regKernel_pos hK hlam hv
  rw [hv0, dotProduct_zero] at h1
  exact lt_irrefl _ h1

/-- For positive semidefinite `K`, `lam > 0` and at least one data point, the entries of
`(K + lam I)⁻¹ 1` have a positive sum. -/
theorem sum_inv_one_pos [Nonempty n] {K : Matrix n n ℝ} {lam : ℝ} (hK : K.PosSemidef)
    (hlam : 0 < lam) : 0 < ∑ i, ((regKernel K lam)⁻¹ *ᵥ (1 : n → ℝ)) i := by
  have hu : regKernel K lam *ᵥ ((regKernel K lam)⁻¹ *ᵥ (1 : n → ℝ)) = 1 := by
    rw [Matrix.mulVec_mulVec, Matrix.mul_nonsing_inv _ (regKernel_isUnit_det hK hlam),
      Matrix.one_mulVec]
  have hne : (regKernel K lam)⁻¹ *ᵥ (1 : n → ℝ) ≠ 0 := by
    intro h
    rw [h, Matrix.mulVec_zero] at hu
    exact zero_ne_one hu
  have h := regKernel_pos hK hlam hne
  rwa [hu, dotProduct_one] at h

/-- Closed solution of the linear system, for positive semidefinite `K`, `lam > 0` and at
least one data point: the offset is a ratio of two sums, and the coefficients are
`(K + lam I)⁻¹` applied to the labels less the offset. -/
theorem isFit_iff [Nonempty n] {K : Matrix n n ℝ} {lam : ℝ} (hK : K.PosSemidef)
    (hlam : 0 < lam) (y a : n → ℝ) (b : ℝ) :
    IsFit K lam y a b ↔
      b = (∑ i, ((regKernel K lam)⁻¹ *ᵥ y) i) /
          (∑ i, ((regKernel K lam)⁻¹ *ᵥ (1 : n → ℝ)) i) ∧
        a = (regKernel K lam)⁻¹ *ᵥ (y - b • (1 : n → ℝ)) := by
  have hdet := regKernel_isUnit_det hK hlam
  have hS := sum_inv_one_pos hK hlam
  have hsum : ∑ i, ((regKernel K lam)⁻¹ *ᵥ (y - b • (1 : n → ℝ))) i =
      ∑ i, ((regKernel K lam)⁻¹ *ᵥ y) i -
        b * ∑ i, ((regKernel K lam)⁻¹ *ᵥ (1 : n → ℝ)) i := by
    simp only [Matrix.mulVec_sub, Matrix.mulVec_smul, Pi.sub_apply, Pi.smul_apply,
      smul_eq_mul, Finset.sum_sub_distrib, Finset.mul_sum]
  constructor
  · rintro ⟨h1, h2⟩
    have ha : a = (regKernel K lam)⁻¹ *ᵥ (y - b • (1 : n → ℝ)) := by
      rw [← h1, add_sub_cancel_right, Matrix.mulVec_mulVec,
        Matrix.nonsing_inv_mul _ hdet, Matrix.one_mulVec]
    refine ⟨?_, ha⟩
    -- the constraint on the coefficients fixes the offset
    rw [ha, hsum] at h2
    rw [eq_div_iff hS.ne']
    linarith
  · rintro ⟨hb, ha⟩
    refine ⟨?_, ?_⟩
    · rw [ha, Matrix.mulVec_mulVec, Matrix.mul_nonsing_inv _ hdet, Matrix.one_mulVec,
        sub_add_cancel]
    · rw [eq_div_iff hS.ne'] at hb
      rw [ha, hsum]
      linarith

/-- For symmetric `K`, moving away from a solution `(a, b)` of the linear system by `(d, e)`
changes the loss by exactly `|K d + e 1|² + lam dᵀ K d`. -/
theorem loss_displaced {K : Matrix n n ℝ} {lam : ℝ} (hK : K.IsSymm) {y a : n → ℝ} {b : ℝ}
    (h : IsFit K lam y a b) (d : n → ℝ) (e : ℝ) :
    loss K lam y (a + d) (b + e) =
      loss K lam y a b + (∑ i, ((K *ᵥ d) i + e) ^ 2 + lam * (d ⬝ᵥ K *ᵥ d)) := by
  have hi : ∀ i, (K *ᵥ a) i + lam * a i + b = y i := by
    intro i
    have h1 := congrFun h.1 i
    simpa [regKernel, Matrix.add_mulVec, Matrix.smul_mulVec] using h1
  have hsymm : d ⬝ᵥ K *ᵥ a = a ⬝ᵥ K *ᵥ d := by
    rw [Matrix.dotProduct_mulVec, ← Matrix.mulVec_transpose, hK.eq, dotProduct_comm]
  -- the residual is `lam a`, which gives the cross terms
  have hsq : ∑ i, (y i - (K *ᵥ (a + d)) i - (b + e)) ^ 2 =
      ∑ i, (y i - (K *ᵥ a) i - b) ^ 2 + ∑ i, ((K *ᵥ d) i + e) ^ 2
        - 2 * lam * (a ⬝ᵥ K *ᵥ d) - 2 * lam * e * ∑ i, a i := by
    simp only [dotProduct, Finset.mul_sum, ← Finset.sum_add_distrib,
      ← Finset.sum_sub_distrib]
    refine Finset.sum_congr rfl fun i _ => ?_
    rw [Matrix.mulVec_add, Pi.add_apply]
    linear_combination 2 * ((K *ᵥ d) i + e) * hi i
  have hquad : (a + d) ⬝ᵥ K *ᵥ (a + d) =
      a ⬝ᵥ K *ᵥ a + 2 * (a ⬝ᵥ K *ᵥ d) + d ⬝ᵥ K *ᵥ d := by
    rw [Matrix.mulVec_add, add_dotProduct, dotProduct_add, dotProduct_add, hsymm]
    ring
  unfold loss
  rw [hsq, hquad, h.2]
  ring

/-- For positive semidefinite `K`, `lam > 0` and at least one data point, a solution `(a, b)` of the
linear system minimises the loss, and every minimiser has the offset `b`. -/
theorem isFit_minimises [Nonempty n] {K : Matrix n n ℝ} {lam : ℝ} (hK : K.PosSemidef)
    (hlam : 0 < lam) {y a : n → ℝ} {b : ℝ} (h : IsFit K lam y a b) :
    IsMinimiser K lam y a b ∧ ∀ a' b', IsMinimiser K lam y a' b' → b' = b := by
  have hs : K.IsSymm := by
    have h1 := hK.isHermitian.eq
    rwa [Matrix.conjTranspose_eq_transpose_of_trivial] at h1
  have hq : ∀ d : n → ℝ, 0 ≤ lam * (d ⬝ᵥ K *ᵥ d) := by
    intro d
    have h1 := hK.dotProduct_mulVec_nonneg d
    rw [star_trivial] at h1
    exact mul_nonneg hlam.le h1
  have hr : ∀ (d : n → ℝ) (e : ℝ), 0 ≤ ∑ i, ((K *ᵥ d) i + e) ^ 2 :=
    fun d e => Finset.sum_nonneg fun i _ => sq_nonneg _
  have hx : ∀ a' b', loss K lam y a' b' = loss K lam y a b +
      (∑ i, ((K *ᵥ (a' - a)) i + (b' - b)) ^ 2 +
        lam * ((a' - a) ⬝ᵥ K *ᵥ (a' - a))) := by
    intro a' b'
    have h1 := loss_displaced hs h (a' - a) (b' - b)
    rwa [add_sub_cancel, add_sub_cancel] at h1
  refine ⟨fun a' b' => ?_, fun a' b' hm => ?_⟩
  · linarith [hx a' b', hq (a' - a), hr (a' - a) (b' - b)]
  · -- both non-negative parts of the excess vanish
    have hle := hm a b
    have h1 := hx a' b'
    have h2 := hq (a' - a)
    have h3 := hr (a' - a) (b' - b)
    have h4 : ∑ i, ((K *ᵥ (a' - a)) i + (b' - b)) ^ 2 = 0 := by linarith
    have h5 : lam * ((a' - a) ⬝ᵥ K *ᵥ (a' - a)) = 0 := by linarith
    have h6 : K *ᵥ (a' - a) = 0 := by
      apply (hK.dotProduct_mulVec_zero_iff (a' - a)).1
      rw [star_trivial]
      exact (mul_eq_zero.1 h5).resolve_left hlam.ne'
    obtain ⟨i⟩ := ‹Nonempty n›
    have h7 := (Finset.sum_eq_zero_iff_of_nonneg fun i _ => sq_nonneg _).1 h4 i
      (Finset.mem_univ i)
    rw [h6, Pi.zero_apply, zero_add] at h7
    exact sub_eq_zero.1 (pow_eq_zero_iff two_ne_zero |>.1 h7)

/-- Kernel regression with offset, for positive semidefinite `K`, `lam > 0` and at least one
data point: some `(a, b)` solves the linear system and minimises the loss, and for labels
all shifted by `c` the pair `(a, b + c)` does the same. -/
theorem exists_fit_and_shift [Nonempty n] {K : Matrix n n ℝ} {lam : ℝ} (hK : K.PosSemidef)
    (hlam : 0 < lam) (y : n → ℝ) :
    ∃ a b, IsFit K lam y a b ∧ IsMinimiser K lam y a b ∧
      ∀ c : ℝ, IsFit K lam (y + c • (1 : n → ℝ)) a (b + c) ∧
        IsMinimiser K lam (y + c • (1 : n → ℝ)) a (b + c) := by
  obtain ⟨a, b, h⟩ : ∃ a b, IsFit K lam y a b :=
    ⟨_, _, (isFit_iff hK hlam y _ _).2 ⟨rfl, rfl⟩⟩
  refine ⟨a, b, h, (isFit_minimises hK hlam h).1, fun c => ?_⟩
  -- the shift of the labels is absorbed by the offset
  have hc : IsFit K lam (y + c • (1 : n → ℝ)) a (b + c) :=
    ⟨by rw [add_smul, ← add_assoc, h.1], h.2⟩
  exact ⟨hc, (isFit_minimises hK hlam hc).1⟩

/-- For positive semidefinite `K`, `lam > 0` and at least one data point, the offsets of any
minimiser for labels `y` and any minimiser for labels `y + c 1` differ by exactly `c`. -/
theorem minimiser_offset_shift [Nonempty n] {K : Matrix n n ℝ} {lam : ℝ}
    (hK : K.PosSemidef) (hlam : 0 < lam) {y a a' : n → ℝ} {b b' c : ℝ}
    (h : IsMinimiser K lam y a b)
    (h' : IsMinimiser K lam (y + c • (1 : n → ℝ)) a' b') : b' = b + c := by
  obtain ⟨a₀, b₀, h₀, -, hc⟩ := exists_fit_and_shift hK hlam y
  rw [(isFit_minimises hK hlam h₀).2 a b h]
  exact (isFit_minimises hK hlam (hc c).1).2 a' b' h'

end

end KernelRegressionOffset
```

```lean
#print axioms KernelRegressionOffset.exists_fit_and_shift
#print axioms KernelRegressionOffset.minimiser_offset_shift
```

```
'KernelRegressionOffset.exists_fit_and_shift' depends on axioms: [propext, Classical.choice, Quot.sound]
'KernelRegressionOffset.minimiser_offset_shift' depends on axioms: [propext, Classical.choice, Quot.sound]
```

## From positivity to the shift

`regKernel_pos`, `regKernel_isUnit_det` and `sum_inv_one_pos` establish the positivity of $A$, its invertibility and the positive denominator. `isFit_iff` turns the system into the closed formulas, in both directions.

`loss_displaced` is the identity for the excess loss. Its `linear_combination` step multiplies the $i$-th equation of the system by $2((Kd)_i+e)$, which produces the cross terms; `h.2` removes the one with $\sum_i a_i$.

`isFit_minimises` applies this identity to the difference between an arbitrary pair and a solution of the system. Mathlib's `dotProduct_mulVec_zero_iff` supplies $Kd=0$, and a single data point then fixes the offset. With no data, every offset would minimise the loss.

`exists_fit_and_shift` obtains the solution from the closed formulas and shifts it. `minimiser_offset_shift` compares arbitrary minimisers for the two label sets with these solutions, so their offsets differ by exactly $c$.
